# A harmonic barrier coupled linearly to a finite harmonic bath has exactly one unstable mode

If the Hessian at a barrier top had two negative eigenvalues, harmonic transition-state theory would have no single reaction coordinate, and its rate formula, which leaves out exactly one unstable mode at the barrier, would not apply. Coupling to a bath can mix the modes, so the count needs an argument.

In mass-weighted coordinates, let q be the barrier coordinate, with bare frequency wb, and x_j the bath coordinates, with frequencies w_j and real couplings c_j. The potential is

V = −½ wb² q² + ½ ∑ w_j² (x_j − c_j q/w_j²)².

Its Hessian K has the entries

K_00 = −wb² + ∑ c_j²/w_j², K_0j = K_j0 = −c_j, K_jj = w_j²,

and the other entries are zero.

## Stable bath oscillators: w_j > 0

Each bath coordinate has a restoring force. At w_j = 0 with c_j ≠ 0 the term c_j²/w_j² diverges; a negative bath force constant would add an unstable direction even without coupling.

By hand, the condition permits the divisions. For eigenvalue −L², the bath rows of K v = −L² v read

−c_j q + w_j² x_j = −L² x_j, so x_j = c_j q/(w_j² + L²).

If q = 0, every x_j vanishes too, so an eigenvector has q ≠ 0. Dividing the system row by q gives

L² + ∑ c_j²/w_j² − ∑ c_j²/(w_j² + L²) = wb².

Combining the fractions gives the secular equation

L² + ∑ c_j² L²/(w_j² (w_j² + L²)) = wb².

Conversely, a solution L gives an eigenvector with q = 1 and x_j = c_j/(w_j² + L²).

In Lean the bath is a finite type `ι`, and `secular c w L` is the left side. `secular_eq` proves the two forms equal. In the first, L² grows strictly for L ≥ 0 while the subtracted sum cannot grow, hence strict monotonicity.

```lean
import Mathlib

open Matrix Finset

namespace KramersSystemBath

noncomputable section

variable {ι : Type*} [Fintype ι] {wb L : ℝ} {c w : ι → ℝ}

/-- The left side `L² + ∑ c_j² L² / (w_j² (w_j² + L²))` of the secular equation for the
unstable mode, for nonzero bath frequencies `w_j`. -/
def secular (c w : ι → ℝ) (L : ℝ) : ℝ :=
  L ^ 2 + ∑ j, c j ^ 2 * L ^ 2 / (w j ^ 2 * (w j ^ 2 + L ^ 2))

/-- The secular function is `L²` plus the difference between the static bath response
and the bath response at `L`. -/
theorem secular_eq (hw : ∀ j, 0 < w j) (L : ℝ) :
    secular c w L =
      L ^ 2 + ∑ j, c j ^ 2 / w j ^ 2 - ∑ j, c j ^ 2 / (w j ^ 2 + L ^ 2) := by
  rw [secular, add_sub_assoc, ← Finset.sum_sub_distrib]
  congr 1
  refine Finset.sum_congr rfl fun j _ => ?_
  have hj := hw j
  have h1 : w j ^ 2 ≠ 0 := by positivity
  have h2 : w j ^ 2 + L ^ 2 ≠ 0 := by positivity
  rw [div_sub_div _ _ h1 h2]
  congr 1
  ring

/-- The secular function is strictly increasing on `L ≥ 0`. -/
theorem secular_strictMonoOn (hw : ∀ j, 0 < w j) :
    StrictMonoOn (secular c w) (Set.Ici 0) := by
  intro a ha b _ hab
  have ha' : 0 ≤ a := ha
  have hle : a ^ 2 < b ^ 2 := by nlinarith
  have hs : ∑ j, c j ^ 2 / (w j ^ 2 + b ^ 2) ≤ ∑ j, c j ^ 2 / (w j ^ 2 + a ^ 2) := by
    refine Finset.sum_le_sum fun j _ => ?_
    have hj := hw j
    exact div_le_div_of_nonneg_left (sq_nonneg _) (by positivity) (by linarith)
  rw [secular_eq hw, secular_eq hw]
  linarith
```

## A genuine barrier: wb > 0

The bare potential curves downwards along q. At wb = 0 the only root is L = 0, and no unstable mode remains.

The sum in the secular equation is non-negative, so L² ≤ wb² and, since wb is positive, L ≤ wb. The proof assumes wb < L and reaches a contradiction.

```lean
/-- Every root of the secular equation is at most the bare barrier frequency. -/
theorem root_le (hwb : 0 < wb) (hr : secular c w L = wb ^ 2) : L ≤ wb := by
  have hs : 0 ≤ ∑ j, c j ^ 2 * L ^ 2 / (w j ^ 2 * (w j ^ 2 + L ^ 2)) :=
    Finset.sum_nonneg fun j _ => by positivity
  rw [secular] at hr
  by_contra h
  have h' : wb < L := not_le.1 h
  nlinarith
```

## The growing solution: L > 0

Only L² enters the secular equation, so −L is a root whenever L is. Requiring L > 0 selects the exponent of growth away from the barrier; without it uniqueness fails.

If L = wb, the sum vanishes. Its terms are non-negative, and L > 0 then forces every c_j to be zero. The converse is immediate.

The lower bound needs no sign for L. Replacing w_j² + L² by w_j² in the denominators gives

wb² ≤ L² (1 + ∑ c_j²/w_j⁴).

For existence, the secular function is 0 at L = 0 and at least wb² at L = wb, so the intermediate value theorem supplies a root. Monotonicity makes it unique.

```lean
/-- A positive root equals the bare barrier frequency exactly when every coupling
to the bath vanishes. -/
theorem root_eq_iff (hwb : 0 < wb) (hw : ∀ j, 0 < w j) (hL : 0 < L)
    (hr : secular c w L = wb ^ 2) : L = wb ↔ ∀ j, c j = 0 := by
  rw [secular] at hr
  constructor
  · intro h j
    have hs : ∑ j, c j ^ 2 * L ^ 2 / (w j ^ 2 * (w j ^ 2 + L ^ 2)) = 0 := by
      rw [← h] at hr
      linarith
    have hz := (Finset.sum_eq_zero_iff_of_nonneg fun j _ => by positivity).1 hs j
      (Finset.mem_univ j)
    by_contra hc
    have hc' : c j ≠ 0 := hc
    have hj := hw j
    have hpos : 0 < c j ^ 2 * L ^ 2 / (w j ^ 2 * (w j ^ 2 + L ^ 2)) := by positivity
    linarith
  · intro h
    have h2 : L ^ 2 = wb ^ 2 := by simpa [h] using hr
    exact (sq_eq_sq₀ hL.le hwb.le).1 h2

/-- The bath can lower the squared frequency of the unstable mode at most by the factor
`1 + ∑ c_j² / w_j⁴`. -/
theorem root_lower_bound (hw : ∀ j, 0 < w j) (hr : secular c w L = wb ^ 2) :
    wb ^ 2 / (1 + ∑ j, c j ^ 2 / w j ^ 4) ≤ L ^ 2 := by
  have hS : 0 ≤ ∑ j, c j ^ 2 / w j ^ 4 := Finset.sum_nonneg fun j _ => by positivity
  have hs : ∑ j, c j ^ 2 * L ^ 2 / (w j ^ 2 * (w j ^ 2 + L ^ 2)) ≤
      L ^ 2 * ∑ j, c j ^ 2 / w j ^ 4 := by
    rw [Finset.mul_sum]
    refine Finset.sum_le_sum fun j _ => ?_
    have hj := hw j
    calc c j ^ 2 * L ^ 2 / (w j ^ 2 * (w j ^ 2 + L ^ 2))
        ≤ c j ^ 2 * L ^ 2 / (w j ^ 2 * w j ^ 2) :=
          div_le_div_of_nonneg_left (by positivity) (by positivity)
            (by nlinarith [mul_nonneg (sq_nonneg (w j)) (sq_nonneg L)])
      _ = L ^ 2 * (c j ^ 2 / w j ^ 4) := by ring
  rw [secular] at hr
  rw [div_le_iff₀ (by linarith)]
  linarith

/-- The secular equation has exactly one positive root. -/
theorem root_existsUnique (hwb : 0 < wb) (hw : ∀ j, 0 < w j) :
    ∃! L, 0 < L ∧ secular c w L = wb ^ 2 := by
  have hcont : Continuous (secular c w) := by
    refine (continuous_pow 2).add (continuous_finsetSum _ fun j _ => ?_)
    have hp : ∀ x : ℝ, w j ^ 2 * (w j ^ 2 + x ^ 2) ≠ 0 := fun x => by
      have hj := hw j
      positivity
    exact Continuous.div (by fun_prop) (by fun_prop) hp
  have h0 : secular c w 0 = 0 := by simp [secular]
  have h1 : wb ^ 2 ≤ secular c w wb :=
    le_add_of_nonneg_right (Finset.sum_nonneg fun j _ => by positivity)
  -- the secular function passes through `wb²` between `0` and `wb`
  obtain ⟨L, hLm, hr⟩ := intermediate_value_Icc hwb.le hcont.continuousOn
    (⟨by rw [h0]; positivity, h1⟩ : wb ^ 2 ∈ Set.Icc (secular c w 0) (secular c w wb))
  have hL : 0 < L := by
    refine lt_of_le_of_ne hLm.1 fun h => ?_
    rw [← h, h0] at hr
    exact (pow_pos hwb 2).ne hr
  refine ⟨L, ⟨hL, hr⟩, fun M hM => ?_⟩
  exact (secular_strictMonoOn hw).injOn (Set.mem_Ici.2 hM.1.le) (Set.mem_Ici.2 hL.le)
    (hM.2.trans hr.symm)
```

## The counter-term in K_00

The term ∑ c_j²/w_j² keeps the barrier curvature at −wb² when the bath relaxes to x_j = c_j q/w_j². Without it, the secular equation would be L² = wb² + ∑ c_j²/(w_j² + L²), and any non-zero coupling would push L above wb.

For the determinant, add c_j/w_j² times each bath column to the system column. The top entry becomes −wb² and those below it vanish, so

det K = −wb² ∏ w_j².

`det_hessian` does this by multiplying with a block matrix of determinant one. The index type `Unit ⊕ ι` puts q at `.inl ()` and x_j at `.inr j`. `IsEigenvalue` demands a non-zero real vector; `hessian_mulVec_eq_iff` writes out the rows, and `isEigenvalue_iff` follows the elimination above.

```lean
variable [DecidableEq ι]

/-- The Hessian at the barrier top of a system coordinate coupled linearly to bath
oscillators, with the counter-term `∑ c_j² / w_j²`, for nonzero bath frequencies `w_j`. -/
def hessian (wb : ℝ) (c w : ι → ℝ) : Matrix (Unit ⊕ ι) (Unit ⊕ ι) ℝ :=
  fromBlocks (of fun _ _ => -wb ^ 2 + ∑ j, c j ^ 2 / w j ^ 2) (of fun _ j => -c j)
    (of fun j _ => -c j) (diagonal fun j => w j ^ 2)

/-- `μ` is an eigenvalue of `K`: some nonzero displacement `v` satisfies `K v = μ v`. -/
def IsEigenvalue (K : Matrix (Unit ⊕ ι) (Unit ⊕ ι) ℝ) (μ : ℝ) : Prop :=
  ∃ v : Unit ⊕ ι → ℝ, v ≠ 0 ∧ K *ᵥ v = μ • v

/-- The determinant of the Hessian is `-wb² ∏ w_j²`, whatever the couplings. -/
theorem det_hessian (hw : ∀ j, 0 < w j) :
    (hessian wb c w).det = -wb ^ 2 * ∏ j, w j ^ 2 := by
  -- shifting the bath to its adiabatic minimum makes the matrix block triangular
  have h : hessian wb c w * fromBlocks 1 0 (of fun j _ => c j / w j ^ 2) 1 =
      fromBlocks (of fun _ _ => -wb ^ 2) (of fun _ j => -c j) 0
        (diagonal fun j => w j ^ 2) := by
    rw [hessian, fromBlocks_multiply, fromBlocks_inj]
    refine ⟨?_, by simp, ?_, by simp⟩
    · ext i k
      simp only [Matrix.mul_one, Matrix.add_apply, of_apply, Matrix.mul_apply]
      have hs : ∑ j, -c j * (c j / w j ^ 2) = -∑ j, c j ^ 2 / w j ^ 2 := by
        rw [← Finset.sum_neg_distrib]
        exact Finset.sum_congr rfl fun j _ => by ring
      linarith
    · ext j k
      simp only [Matrix.mul_one, Matrix.add_apply, of_apply, diagonal_mul, Matrix.zero_apply]
      have hj := (hw j).ne'
      have e : w j ^ 2 * (c j / w j ^ 2) = c j := by field_simp
      linarith
  have hd := congrArg det h
  simp only [det_mul, det_fromBlocks_zero₁₂, det_fromBlocks_zero₂₁, det_one, det_diagonal,
    det_unique, of_apply, Matrix.one_apply_eq, mul_one] at hd
  exact hd

/-- The eigenvalue equation of the Hessian, written out for the system coordinate and
for each bath coordinate. -/
theorem hessian_mulVec_eq_iff (v : Unit ⊕ ι → ℝ) (μ : ℝ) :
    hessian wb c w *ᵥ v = μ • v ↔
      (-wb ^ 2 + ∑ j, c j ^ 2 / w j ^ 2) * v (.inl ()) - ∑ j, c j * v (.inr j)
        = μ * v (.inl ()) ∧
      ∀ j, -c j * v (.inl ()) + w j ^ 2 * v (.inr j) = μ * v (.inr j) := by
  have h0 : (hessian wb c w *ᵥ v) (.inl ()) =
      (-wb ^ 2 + ∑ j, c j ^ 2 / w j ^ 2) * v (.inl ()) - ∑ j, c j * v (.inr j) := by
    simp [hessian, mulVec, dotProduct, Fintype.sum_sum_type, sub_eq_add_neg]
  have h1 : ∀ j, (hessian wb c w *ᵥ v) (.inr j) =
      -c j * v (.inl ()) + w j ^ 2 * v (.inr j) := fun j => by
    simp [hessian, mulVec, dotProduct, Fintype.sum_sum_type, diagonal_apply]
  constructor
  · intro h
    exact ⟨h0.symm.trans (congrFun h _), fun j => (h1 j).symm.trans (congrFun h _)⟩
  · rintro ⟨a, b⟩
    funext i
    rcases i with u | j
    · exact h0.trans a
    · exact (h1 j).trans (b j)

/-- `-L²` is an eigenvalue of the Hessian exactly when `L` solves the secular equation. -/
theorem isEigenvalue_iff (hw : ∀ j, 0 < w j) :
    IsEigenvalue (hessian wb c w) (-L ^ 2) ↔ secular c w L = wb ^ 2 := by
  have hp : ∀ j, w j ^ 2 + L ^ 2 ≠ 0 := fun j => by
    have hj := hw j
    positivity
  rw [secular_eq hw]
  constructor
  · rintro ⟨v, hv, hK⟩
    obtain ⟨h0, h1⟩ := (hessian_mulVec_eq_iff v _).1 hK
    -- the bath amplitudes follow the system amplitude
    have hy : ∀ j, v (.inr j) = c j / (w j ^ 2 + L ^ 2) * v (.inl ()) := fun j => by
      rw [div_mul_eq_mul_div, eq_div_iff (hp j)]
      linear_combination h1 j
    have hx : v (.inl ()) ≠ 0 := by
      intro hx
      apply hv
      funext i
      rcases i with u | j
      · exact hx
      · exact (hy j).trans (by simp [hx])
    have hs : ∑ j, c j * v (.inr j) =
        (∑ j, c j ^ 2 / (w j ^ 2 + L ^ 2)) * v (.inl ()) := by
      rw [Finset.sum_mul]
      exact Finset.sum_congr rfl fun j _ => by rw [hy j]; ring
    rw [hs] at h0
    apply mul_right_cancel₀ hx
    linear_combination h0
  · intro h
    refine ⟨Sum.elim (fun _ => 1) (fun j => c j / (w j ^ 2 + L ^ 2)), fun h0 => ?_,
      (hessian_mulVec_eq_iff _ _).2 ⟨?_, fun j => ?_⟩⟩
    · have h2 := congrFun h0 (.inl ())
      simp at h2
    · simp only [Sum.elim_inl, Sum.elim_inr]
      have hs : ∑ j, c j * (c j / (w j ^ 2 + L ^ 2)) = ∑ j, c j ^ 2 / (w j ^ 2 + L ^ 2) :=
        Finset.sum_congr rfl fun j _ => by ring
      rw [hs]
      linear_combination h
    · simp only [Sum.elim_inl, Sum.elim_inr]
      have hj := hp j
      have e : (w j ^ 2 + L ^ 2) * (c j / (w j ^ 2 + L ^ 2)) = c j := by field_simp
      linear_combination e
```

## One negative eigenvalue under these conditions

Any eigenvalue μ < 0 equals −(√(−μ))², so √(−μ) must be the unique positive root. The theorem fixes the eigenvalue; the bath rows show by hand that its eigenvector is unique up to scale.

```lean
/-- The Hessian has exactly one negative eigenvalue `-L²`, where `0 < L ≤ wb` and `L`
solves the secular equation. -/
theorem unique_unstable_mode (hwb : 0 < wb) (hw : ∀ j, 0 < w j) :
    ∃ L, 0 < L ∧ L ≤ wb ∧ secular c w L = wb ^ 2 ∧
      ∀ μ < 0, IsEigenvalue (hessian wb c w) μ ↔ μ = -L ^ 2 := by
  obtain ⟨L, ⟨hL, hr⟩, hu⟩ := root_existsUnique (c := c) hwb hw
  refine ⟨L, hL, root_le hwb hr, hr, fun μ hμ => ⟨fun h => ?_, fun h => ?_⟩⟩
  · -- write the negative eigenvalue as minus a square
    have e : -(Real.sqrt (-μ)) ^ 2 = μ := by
      rw [Real.sq_sqrt (by linarith)]
      ring
    have hM : 0 < Real.sqrt (-μ) := Real.sqrt_pos.2 (by linarith)
    have h' : IsEigenvalue (hessian wb c w) (-(Real.sqrt (-μ)) ^ 2) := e.symm ▸ h
    have hML : Real.sqrt (-μ) = L := hu _ ⟨hM, (isEigenvalue_iff hw).1 h'⟩
    rw [hML] at e
    exact e.symm
  · rw [h]
    exact (isEigenvalue_iff hw).2 hr

end

end KramersSystemBath
```

```lean
#print axioms KramersSystemBath.root_eq_iff
#print axioms KramersSystemBath.root_lower_bound
#print axioms KramersSystemBath.det_hessian
#print axioms KramersSystemBath.unique_unstable_mode
```

```
'KramersSystemBath.root_eq_iff' depends on axioms: [propext, Classical.choice, Quot.sound]
'KramersSystemBath.root_lower_bound' depends on axioms: [propext, Classical.choice, Quot.sound]
'KramersSystemBath.det_hessian' depends on axioms: [propext, Classical.choice, Quot.sound]
'KramersSystemBath.unique_unstable_mode' depends on axioms: [propext, Classical.choice, Quot.sound]
```

With no bath oscillators, K is the single number −wb² and L = wb. With one, and wb = w_1 = c_1 = 1, the secular equation becomes L⁴ + L² − 1 = 0, so L² = (√5 − 1)/2 ≈ 0.618.

In a calculation with a discretised bath, L can be found by diagonalising K or by bisection between wb/√(1 + ∑ c_j²/w_j⁴) and wb. For this finite, harmonic, classical model, L/wb is the factor that multiplies the one-dimensional transition-state rate for the coordinate q in Kramers–Grote–Hynes theory; the rate formula itself is not derived here.
